# Linearised phonon relaxation conserves energy exactly when the modes relax toward the $C/\tau$-weighted mean temperature

Q: Before I argue with any theorem, which quantities are involved, and with which signs?

A: Take a crystal whose phonon modes have been driven out of equilibrium, so that each mode $i$ has its own temperature $T_i$. In the relaxation-time approximation, scattering pulls each mode at its own rate toward a common reference temperature $S$. Since phonon-phonon scattering only moves energy between modes, $S$ cannot be chosen freely, and the problem is to find the value that keeps the total energy fixed.

All temperatures are assumed to lie close to one background temperature, so that the energy of mode $i$ is linear in $T_i$, with a constant heat capacity $C_i$. The relaxation time of the mode is $\tau_i$. The letter $S$ stands for a temperature here, not for entropy. There are finitely many modes, labelled by the elements of a finite type `ι`, and `C`, `τ` and `T` are real-valued functions on it.

```lean
import Mathlib

open Finset

namespace PhononRelaxation

noncomputable section

variable {ι : Type*} [Fintype ι]
```

Q: "The temperature" of a nonequilibrium phonon gas is ambiguous. Which one do you mean?

A: There are two, and both are weighted averages. For weights $w_i$ and values $f_i$, the mean is $\sum_i w_i f_i/\sum_i w_i$. The weights need not add up to one, because the denominator normalises them.

```lean
/-- The mean of `f` with weights `w`, defined for weights of nonzero sum. With the heat
capacities as weights and mode temperatures as `f` it is the energy temperature. -/
def weightedMean (w f : ι → ℝ) : ℝ := (∑ i, w i * f i) / ∑ i, w i
```

With $w_i=C_i$ and $f_i=T_i$ this is the energy temperature $S_E$, written `weightedMean C T`: the common temperature at which the modes would hold the same total energy.

The second temperature belongs to the collision term. Relaxation toward $S$ delivers to the phonons the total power

$$P(S)=\sum_i \frac{C_i(S-T_i)}{\tau_i},$$

which is positive when they gain energy.

```lean
/-- Total power delivered to the phonons when each mode, with heat capacity `C i` and
temperature `T i`, relaxes toward `S` in the nonzero time `τ i`. -/
def collisionPower (C τ T : ι → ℝ) (S : ℝ) : ℝ := ∑ i, C i * (S - T i) / τ i
```

The collision temperature $S_c$ is the mean of the $T_i$ with weights $C_i/\tau_i$, so modes that relax quickly count for more. In the phonon transport literature it often goes by the name pseudo-temperature.

```lean
/-- The collision temperature: the mean of the mode temperatures with weights `C i / τ i`,
defined for nonzero `τ i` and weights of nonzero sum. -/
def collisionTemp (C τ T : ι → ℝ) : ℝ := weightedMean (fun i => C i / τ i) T
```

Q: Then I suspect a circle. If $S_c$ is defined as the temperature that conserves energy, the theorem is empty.

A: It is defined as an average, and none of the definitions requires the power to vanish. Conservation has to be derived, beginning with a property of every weighted mean $m$ whose total weight is nonzero:

$$\sum_i w_i(f_i-m)=\sum_i w_i f_i-m\sum_i w_i=0.$$

In the proof, `h1` is the first equality, and `h2` says that $m$ times the total weight gives back $\sum_i w_i f_i$.

```lean
/-- Weighted deviations from the weighted mean add up to zero if the total weight is
nonzero. -/
theorem weighted_deviations_balance (w f : ι → ℝ) (hw : ∑ i, w i ≠ 0) :
    ∑ i, w i * (f i - weightedMean w f) = 0 := by
  have h1 : ∑ i, w i * (f i - weightedMean w f)
      = ∑ i, w i * f i - weightedMean w f * ∑ i, w i := by
    rw [Finset.mul_sum, ← Finset.sum_sub_distrib]
    exact Finset.sum_congr rfl fun i _ => by ring
  have h2 : weightedMean w f * ∑ i, w i = ∑ i, w i * f i := by
    unfold weightedMean
    exact div_mul_cancel₀ _ hw
  rw [h1, h2, sub_self]
```

Q: That balances deviations. How do you get from there to one and only one admissible $S$?

A: Split each difference at the collision temperature, $S-T_i=(S-S_c)-(T_i-S_c)$, and insert it into the power:

$$P(S)=(S-S_c)\sum_i\frac{C_i}{\tau_i}-\sum_i\frac{C_i}{\tau_i}(T_i-S_c).$$

The last sum is zero by the balance just shown, with $w_i=C_i/\tau_i$. The power is therefore a straight line in $S$ that crosses zero at $S_c$. In Lean, `hs` is the split and `hb` the balance. The hypotheses `hC` and `hτ` say that all heat capacities and relaxation times are positive, and `Nonempty ι` says that there is at least one mode. Together they make the slope positive.

```lean
variable [Nonempty ι] {C τ : ι → ℝ}

/-- For positive heat capacities and relaxation times, the collision power is the sum of all
`C i / τ i` times the signed difference `S` minus the collision temperature. -/
theorem collisionPower_eq (hC : ∀ i, 0 < C i) (hτ : ∀ i, 0 < τ i) (T : ι → ℝ) (S : ℝ) :
    collisionPower C τ T S = (∑ i, C i / τ i) * (S - collisionTemp C τ T) := by
  have hW : 0 < ∑ i, C i / τ i :=
    Finset.sum_pos (fun i _ => div_pos (hC i) (hτ i)) Finset.univ_nonempty
  have hb : ∑ i, C i / τ i * (T i - collisionTemp C τ T) = 0 :=
    weighted_deviations_balance (fun i => C i / τ i) T hW.ne'
  -- split S - T i at the collision temperature
  have hs : collisionPower C τ T S = (∑ i, C i / τ i) * (S - collisionTemp C τ T)
      - ∑ i, C i / τ i * (T i - collisionTemp C τ T) := by
    unfold collisionPower
    rw [Finset.sum_mul, ← Finset.sum_sub_distrib]
    exact Finset.sum_congr rfl fun i _ => by ring
  rw [hs, hb, sub_zero]
```

A product of real numbers vanishes exactly when at least one of its factors does, and the slope is not zero. Hence $P(S)=0$ if and only if $S=S_c$. Read from right to left, the equivalence says that $S_c$ works; read from left to right, that nothing else does.

```lean
/-- For positive heat capacities and relaxation times, collisions conserve energy exactly
when the modes relax toward the collision temperature. -/
theorem energy_conserved_iff (hC : ∀ i, 0 < C i) (hτ : ∀ i, 0 < τ i) (T : ι → ℝ) (S : ℝ) :
    collisionPower C τ T S = 0 ↔ S = collisionTemp C τ T := by
  have hW : 0 < ∑ i, C i / τ i :=
    Finset.sum_pos (fun i _ => div_pos (hC i) (hτ i)) Finset.univ_nonempty
  rw [collisionPower_eq hC hτ, mul_eq_zero, sub_eq_zero]
  exact or_iff_right hW.ne'
```

Q: You have set an algebraic sum to zero. I would call energy conserved when its time derivative vanishes.

A: Then let the temperatures depend on time and obey the relaxation equation

$$\frac{dT_i}{dt}=\frac{S-T_i}{\tau_i}.$$

With constant heat capacities, the energy is $\sum_i C_iT_i$ up to a constant, and

$$\frac{d}{dt}\sum_i C_iT_i=\sum_i C_i\,\frac{S-T_i}{\tau_i}=P(S).$$

The energy is stationary exactly when $S=S_c$. In Lean, `HasDerivAt f a t` says that `f` has derivative `a` at `t`. The relaxation equation is the hypothesis `hT`, and it is required only at the instant considered. The proof differentiates the sum term by term to obtain `hd`; since a function has only one derivative at a point, a derivative of zero means zero power.

```lean
/-- Let the mode temperatures obey the relaxation equation `dT i/dt = (S - T i) / τ i` at
time `t`, with positive `C i` and `τ i`. The energy `∑ C i * T i` is stationary at `t` exactly
when `S` is the collision temperature at that time. -/
theorem energy_stationary_iff (hC : ∀ i, 0 < C i) (hτ : ∀ i, 0 < τ i)
    (T : ι → ℝ → ℝ) (S t : ℝ) (hT : ∀ i, HasDerivAt (T i) ((S - T i t) / τ i) t) :
    HasDerivAt (fun s => ∑ i, C i * T i s) 0 t ↔
      S = collisionTemp C τ (fun i => T i t) := by
  have hm : ∀ i ∈ (Finset.univ : Finset ι),
      HasDerivAt (fun s => C i * T i s) (C i * ((S - T i t) / τ i)) t :=
    fun i _ => (hT i).const_mul (C i)
  -- the energy changes at the rate given by the collision power
  have hd : HasDerivAt (fun s => ∑ i, C i * T i s)
      (collisionPower C τ (fun i => T i t) S) t := by
    refine (HasDerivAt.fun_sum hm).congr_deriv ?_
    unfold collisionPower
    exact Finset.sum_congr rfl fun i _ => by ring
  rw [← energy_conserved_iff hC hτ]
  constructor
  · intro h0
    exact hd.unique h0
  · intro h0
    rwa [h0] at hd
```

The statement concerns one instant. As the $T_i$ evolve, $S_c$ generally moves, and the reference temperature has to follow it. The relaxation equation also has no drift term: it describes a spatially uniform system, or the collision part of the Boltzmann equation at one point in space.

Q: Suppose I ignore all this and relax toward the energy temperature, which at least has a clear meaning. What goes wrong?

A: The power need not vanish. Pick any reference rate $r$ and write $1/\tau_i=(1/\tau_i-r)+r$. Then

$$P(S_E)=-\sum_i C_i\Big(\frac1{\tau_i}-r\Big)(T_i-S_E)-r\sum_i C_i(T_i-S_E),$$

and the last sum is zero, because $S_E$ is the mean with weights $C_i$. What remains is a correlation between relaxation rates and temperature deviations. Divided by $\sum_i C_i$, the sum that remains is the covariance of $1/\tau_i$ and $T_i$ with normalised weights. If the hot modes tend to be the fast ones, the phonons lose energy that has nowhere to go.

```lean
/-- For positive heat capacities, the power at the energy temperature is minus the
capacity-weighted correlation of relaxation rates, measured from any reference rate `r`,
with temperature deviations. -/
theorem power_at_energyTemp (hC : ∀ i, 0 < C i) (T : ι → ℝ) (r : ℝ) :
    collisionPower C τ T (weightedMean C T)
      = -∑ i, C i * (1 / τ i - r) * (T i - weightedMean C T) := by
  have hb := weighted_deviations_balance C T
    (Finset.sum_pos (fun i _ => hC i) Finset.univ_nonempty).ne'
  have hs : collisionPower C τ T (weightedMean C T)
      = -∑ i, C i * (1 / τ i - r) * (T i - weightedMean C T)
        - r * ∑ i, C i * (T i - weightedMean C T) := by
    unfold collisionPower
    rw [Finset.mul_sum, ← Finset.sum_neg_distrib, ← Finset.sum_sub_distrib]
    exact Finset.sum_congr rfl fun i _ => by ring
  rw [hs, hb, mul_zero, sub_zero]
```

The proof has the same pattern as before: `hs` is the decomposition and `hb` removes its second part.

Q: A correlation can vanish by accident. Why should $S_c=S_E$ force equal relaxation times?

A: For a single set of temperatures it doesn't: if all $T_i$ are equal, both means coincide whatever the $\tau_i$ are. The theorem requires the two temperatures to agree for every choice of $T$, which is why `∀ T` stands inside the parentheses on the left of the equivalence.

Given that, excite one mode at a time. Put $T_k=1$ and all other temperatures to zero. Equality of the two means becomes

$$\frac{C_k/\tau_k}{\sum_i C_i/\tau_i}=\frac{C_k}{\sum_i C_i},\qquad\text{hence}\qquad \tau_k\sum_i\frac{C_i}{\tau_i}=\sum_i C_i.$$

Neither sum depends on $k$, so every $\tau_k$ has the same value. Conversely, if all relaxation times agree, take their common rate as $r$ in the correlation formula. Every term is then zero, so $P(S_E)=0$, and uniqueness gives $S_E=S_c$.

```lean
/-- For positive heat capacities and relaxation times, the collision temperature equals the
energy temperature for all mode temperatures if and only if all relaxation times agree. -/
theorem collisionTemp_eq_energyTemp_iff (hC : ∀ i, 0 < C i) (hτ : ∀ i, 0 < τ i) :
    (∀ T : ι → ℝ, collisionTemp C τ T = weightedMean C T) ↔ ∀ i j, τ i = τ j := by
  classical
  constructor
  · intro h
    have hW : 0 < ∑ i, C i / τ i :=
      Finset.sum_pos (fun i _ => div_pos (hC i) (hτ i)) Finset.univ_nonempty
    have hS : 0 < ∑ i, C i := Finset.sum_pos (fun i _ => hC i) Finset.univ_nonempty
    have single : ∀ (w : ι → ℝ) (k : ι),
        weightedMean w (fun i => if i = k then 1 else 0) = w k / ∑ i, w i := by
      intro w k
      simp [weightedMean]
    -- exciting mode k alone fixes its relaxation time
    have key : ∀ k, τ k * ∑ i, C i / τ i = ∑ i, C i := by
      intro k
      have h1 := h (fun i => if i = k then 1 else 0)
      rw [collisionTemp, single, single, div_eq_div_iff hW.ne' hS.ne'] at h1
      have hc : C k / τ k * τ k = C k := div_mul_cancel₀ _ (hτ k).ne'
      apply mul_left_cancel₀ (hC k).ne'
      linear_combination (-τ k) * h1 + (∑ i, C i) * hc
    intro i j
    exact mul_right_cancel₀ hW.ne' ((key i).trans (key j).symm)
  · intro h T
    obtain ⟨k⟩ := ‹Nonempty ι›
    have : Nonempty ι := ⟨k⟩
    -- with a common rate as reference, every term of the correlation vanishes
    have h0 : collisionPower C τ T (weightedMean C T) = 0 := by
      rw [power_at_energyTemp hC T (1 / τ k), neg_eq_zero]
      apply Finset.sum_eq_zero
      intro i _
      rw [h i k]
      ring
    exact ((energy_conserved_iff hC hτ T _).1 h0).symm
```

In the proof, `single` evaluates a mean when only mode `k` is excited, and `key` is the displayed relation for $\tau_k$. The rewrite with `div_eq_div_iff` cross-multiplies the two fractions, the `linear_combination` step clears the remaining division by $\tau_k$, and cancelling the common sum then equates any two relaxation times. The second half of the proof is the converse.

Q: One mode at temperature one and the rest at absolute zero is hardly a linear-response state.

A: Read the numbers as deviations from a background temperature $T_b$, in whatever unit you like. Adding $T_b$ to every mode temperature raises both means by $T_b$ and leaves every difference $S_E-T_i$ unchanged, so the conclusion survives at realistic temperatures. That shift is an informal argument of mine and has no theorem of its own; in Lean the $T_i$ are simply arbitrary real numbers.

Q: So with unequal relaxation times, the energy temperature always breaks conservation?

A: Not always, but for some mode temperatures. Suppose the power at $S_E$ were zero for every $T$. By uniqueness $S_E$ would equal $S_c$ for every $T$, and then all relaxation times would agree, which contradicts $\tau_i\neq\tau_j$. The Lean proof is this argument by contradiction.

```lean
/-- For positive heat capacities and relaxation times, if two relaxation times differ, then
for some mode temperatures relaxation toward the energy temperature violates energy
conservation. -/
theorem energy_violation (hC : ∀ i, 0 < C i) (hτ : ∀ i, 0 < τ i) {i j : ι}
    (hij : τ i ≠ τ j) : ∃ T : ι → ℝ, collisionPower C τ T (weightedMean C T) ≠ 0 := by
  by_contra hn
  have h0 : ∀ T : ι → ℝ, collisionPower C τ T (weightedMean C T) = 0 :=
    fun T => by_contra fun h => hn ⟨T, h⟩
  exact hij ((collisionTemp_eq_energyTemp_iff hC hτ).1
    (fun T => ((energy_conserved_iff hC hτ T _).1 (h0 T)).symm) i j)
```

Q: An existence statement gives me no idea of the size of the error.

A: Two modes, numbered 0 and 1 as in Lean, are enough for an explicit formula. The signed differences between the energy temperature and the mode temperatures are

$$S_E-T_0=-\frac{C_1(T_0-T_1)}{C_0+C_1},\qquad S_E-T_1=\frac{C_0(T_0-T_1)}{C_0+C_1}.$$

Multiplying by $C_0/\tau_0$ and $C_1/\tau_1$ and adding gives

$$P(S_E)=\frac{C_0C_1(T_0-T_1)}{C_0+C_1}\Big(\frac1{\tau_1}-\frac1{\tau_0}\Big)=\frac{C_0C_1(\tau_0-\tau_1)(T_0-T_1)}{(C_0+C_1)\,\tau_0\tau_1}.$$

If mode 0 is both hotter and faster, then $T_0>T_1$ and $\tau_0<\tau_1$, and the power is negative: energy disappears. If the hotter mode is the slower one, energy is created. For two modes, then, the violation occurs whenever both the temperatures and the relaxation times differ. The Lean proof writes out the two-term sums, clears the denominators, which positivity makes nonzero, and compares the polynomials.

```lean
/-- The spurious power for two modes with positive heat capacities and relaxation times that
relax toward the energy temperature. -/
theorem two_mode_power (C τ T : Fin 2 → ℝ) (hC : ∀ i, 0 < C i) (hτ : ∀ i, 0 < τ i) :
    collisionPower C τ T (weightedMean C T)
      = C 0 * C 1 * (τ 0 - τ 1) * (T 0 - T 1) / ((C 0 + C 1) * (τ 0 * τ 1)) := by
  have hs : C 0 + C 1 ≠ 0 := (add_pos (hC 0) (hC 1)).ne'
  have h0 : τ 0 ≠ 0 := (hτ 0).ne'
  have h1 : τ 1 ≠ 0 := (hτ 1).ne'
  simp only [collisionPower, weightedMean, Fin.sum_univ_two]
  field_simp
  ring

end

end PhononRelaxation
```

```lean
#print axioms PhononRelaxation.energy_conserved_iff
#print axioms PhononRelaxation.energy_stationary_iff
#print axioms PhononRelaxation.energy_violation
#print axioms PhononRelaxation.two_mode_power
```

```
'PhononRelaxation.energy_conserved_iff' depends on axioms: [propext, Classical.choice, Quot.sound]
'PhononRelaxation.energy_stationary_iff' depends on axioms: [propext, Classical.choice, Quot.sound]
'PhononRelaxation.energy_violation' depends on axioms: [propext, Classical.choice, Quot.sound]
'PhononRelaxation.two_mode_power' depends on axioms: [propext, Classical.choice, Quot.sound]
```

Q: Is strict positivity of the heat capacities more than a convenience? At low temperature, optical modes are practically frozen out.

A: For the equivalence with equal relaxation times it matters. Take two modes with $C_0=1$, $C_1=0$, $\tau_0=1$ and $\tau_1=2$. Both weighted means equal $T_0$ for every choice of temperatures, yet the relaxation times differ. Non-negative heat capacities with a positive total are therefore not enough: a mode that stores no energy leaves no trace in either average, so the averages cannot reveal its relaxation time. A mode that is merely frozen out at a nonzero temperature still has a small positive heat capacity, and the theorem covers it.

Q: My last doubt is about the crystal itself. Where does the model part from it?

A: First, at the relaxation-time approximation: in a real crystal, the rate at which one mode changes depends on the occupations of the other modes, and not only through one common temperature. Second, at the linearisation. The energy of a real mode follows the Bose–Einstein distribution and is not linear in temperature. The step from there to $C_i(S-T_i)$, with a constant $C_i$, is taken before the first definition and is reasonable when all temperatures lie close to the background. For larger differences, the conservation condition becomes a nonlinear equation for $S$.

Q: And where would I meet this in practice?

A: In a phonon transport simulation that uses a linearised relaxation-time collision term with finitely many modes, the reference temperature has to be the mean with weights $C_i/\tau_i$ if the collision term is to conserve energy. If it is computed with the weights $C_i$ while the relaxation times differ between modes, the collision step can act as an artificial source or sink of heat.
